# An open chain of n corner-sharing tetrahedra has exactly 2·3^n Ising ice states

A code that enumerates ice states can be checked on an open chain of n tetrahedra by comparing the length of its list with

2·3^n.

A sampler can be checked on the same chain through the correlation of the two end spins, which averages to (−1/3)^n when all ice states have equal weight. Both values hold for classical Ising spins on this chain, for every n ≥ 0.

The spins s_0, …, s_(3n) take the values ±1. Tetrahedron k, with k from 0 to n−1, has corners 3k to 3k+3, so neighbouring tetrahedra share one site. An ice state satisfies

s_(3k) + s_(3k+1) + s_(3k+2) + s_(3k+3) = 0 for every k.

This condition, two spins up and two down, selects the lowest-energy states of a tetrahedron whose six pairs have equal antiferromagnetic Ising couplings.

## Three neutral completions per tetrahedron

Let N_n be the number of ice states. Take a chain t_0, …, t_(3n) and put three spins a, b, c in front of it. They form a new tetrahedron with t_0, and the old tetrahedra are unchanged. The longer chain is therefore in an ice state exactly when the old chain is and

a + b + c = −t_0.

This requires one of a, b, c to equal t_0 and the other two to equal −t_0, which leaves three choices for either value of t_0. A single site has two states, so

N_0 = 2, N_(n+1) = 3 N_n, and hence N_n = 2·3^n.

Pauling's estimate multiplies all 2^(3n+1) configurations by the neutral fraction 6/16 of each tetrahedron, as if the constraints were independent. Here it is exact:

2^(3n+1) · (6/16)^n = 2 · (8 · 6/16)^n = 2·3^n.

For the end spins, let C_n be the sum of s_0 s_(3n) over the ice states. Over the three completions, a equals t_0 once and −t_0 twice, so its values add up to −t_0. Therefore

C_0 = 2, C_(n+1) = −C_n, and hence C_n = 2·(−1)^n.

Dividing by N_n gives (−1/3)^n.

## Two tetrahedra by hand

For n = 2 there are seven spins and 128 configurations. Fix the shared spin s_3 = +1. Each side then has three completions, and its end spin is +1 in one of them and −1 in two. Of the 9 combinations, 1·1 + 2·2 = 5 have equal end spins and 4 have opposite ones. The case s_3 = −1 doubles these numbers, giving 18 ice states and an end-spin sum of 10 − 8 = 2. The average is 2/18 = 1/9 = (−1/3)^2.

## The Lean file

```lean
import Mathlib

open Finset

namespace TetrahedronChainIce

/-- An assignment of up or down to the `3n + 1` sites of a chain of `n` corner-sharing
tetrahedra. -/
abbrev Config (n : ℕ) := Fin (3 * n + 1) → Bool

/-- The Ising value of a site: `+1` for up and `-1` for down. -/
def spin (b : Bool) : ℤ := if b then 1 else -1

/-- The total spin of tetrahedron `k`, whose corners are the sites `3k` to `3k + 3`. -/
def tetraSpin {n : ℕ} (s : Config n) (k : Fin n) : ℤ :=
  spin (s ⟨3 * k.val, by have := k.isLt; omega⟩)
    + spin (s ⟨3 * k.val + 1, by have := k.isLt; omega⟩)
    + spin (s ⟨3 * k.val + 2, by have := k.isLt; omega⟩)
    + spin (s ⟨3 * k.val + 3, by have := k.isLt; omega⟩)

/-- The ice rule: every tetrahedron has zero total spin. -/
def IsIce {n : ℕ} (s : Config n) : Prop := ∀ k : Fin n, tetraSpin s k = 0

instance {n : ℕ} : DecidablePred (IsIce (n := n)) := fun s =>
  inferInstanceAs (Decidable (∀ k : Fin n, tetraSpin s k = 0))

/-- The set of all configurations that obey the ice rule. -/
def iceStates (n : ℕ) : Finset (Config n) := univ.filter (fun s => IsIce s)

/-- Attach a tetrahedron at the left end of a chain by putting three new spins in front. -/
def attach {n : ℕ} (q : Config n × (Bool × Bool × Bool)) : Config (n + 1) := fun i =>
  if i.val = 0 then q.2.1
  else if i.val = 1 then q.2.2.1
  else if i.val = 2 then q.2.2.2
  else q.1 ⟨i.val - 3, by have := i.isLt; omega⟩

/-- After attachment, each old spin sits three sites further along the chain. -/
theorem attach_shift {n : ℕ} (q : Config n × (Bool × Bool × Bool))
    (i : Fin (3 * (n + 1) + 1)) (j : Fin (3 * n + 1)) (h : i.val = j.val + 3) :
    attach q i = q.1 j := by
  unfold attach
  rw [if_neg (by omega), if_neg (by omega), if_neg (by omega)]
  exact congrArg q.1 (Fin.ext (by simp [h]))

/-- Every configuration of the longer chain arises exactly once by attaching three spins
to a configuration of the shorter chain. -/
theorem attach_bijective (n : ℕ) : Function.Bijective (attach (n := n)) := by
  rw [Function.bijective_iff_has_inverse]
  refine ⟨fun s => (fun i => s ⟨i.val + 3, by have := i.isLt; omega⟩,
    s ⟨0, by omega⟩, s ⟨1, by omega⟩, s ⟨2, by omega⟩), ?_, ?_⟩
  · rintro ⟨t, a, b, c⟩
    simp [attach]
  · intro s
    funext i
    simp only [attach]
    split_ifs with h0 h1 h2 <;>
      exact congrArg s (Fin.ext (by first | omega | (dsimp only; omega)))

/-- The longer chain obeys the ice rule exactly when the new tetrahedron has zero total spin
and the old chain obeys the ice rule. -/
theorem isIce_attach {n : ℕ} (q : Config n × (Bool × Bool × Bool)) :
    IsIce (attach q) ↔
      spin q.2.1 + spin q.2.2.1 + spin q.2.2.2 + spin (q.1 0) = 0 ∧ IsIce q.1 := by
  have hzero : tetraSpin (attach q) 0
      = spin q.2.1 + spin q.2.2.1 + spin q.2.2.2 + spin (q.1 0) := by
    simp [tetraSpin, attach]
  have hsucc : ∀ k : Fin n, tetraSpin (attach q) k.succ = tetraSpin q.1 k := by
    intro k
    unfold tetraSpin
    refine congrArg₂ (· + ·) (congrArg₂ (· + ·) (congrArg₂ (· + ·) ?_ ?_) ?_) ?_ <;>
      exact congrArg spin (attach_shift q _ _ (by simp only [Fin.val_succ]; omega))
  unfold IsIce
  rw [Fin.forall_fin_succ, hzero]
  simp only [hsucc]

/-- A sum over the ice states of the longer chain is a sum over the ice states of the shorter
chain and over the three new spins that make the new tetrahedron neutral. -/
theorem sum_ice_succ (n : ℕ) (f : Config (n + 1) → ℤ) :
    ∑ s ∈ iceStates (n + 1), f s = ∑ t ∈ iceStates n, ∑ p : Bool × Bool × Bool,
      if spin p.1 + spin p.2.1 + spin p.2.2 + spin (t 0) = 0 then f (attach (t, p)) else 0 := by
  unfold iceStates
  rw [Finset.sum_filter, Finset.sum_filter,
    ← (attach_bijective n).sum_comp (fun s => if IsIce s then f s else 0),
    Fintype.sum_prod_type]
  refine Finset.sum_congr rfl fun t _ => ?_
  by_cases h : IsIce t
  · rw [if_pos h]
    refine Finset.sum_congr rfl fun p _ => ?_
    by_cases g : spin p.1 + spin p.2.1 + spin p.2.2 + spin (t 0) = 0
    · rw [if_pos ((isIce_attach (t, p)).2 ⟨g, h⟩), if_pos g]
    · rw [if_neg (fun w => g ((isIce_attach (t, p)).1 w).1), if_neg g]
  · rw [if_neg h]
    exact Finset.sum_eq_zero fun p _ => if_neg (fun w => h ((isIce_attach (t, p)).1 w).2)

/-- A chain of `n` corner-sharing tetrahedra has exactly `2 * 3 ^ n` Ising configurations
with zero total spin on every tetrahedron. -/
theorem card_iceStates (n : ℕ) : (iceStates n).card = 2 * 3 ^ n := by
  -- whatever the shared spin, three choices of the new spins are neutral
  have three : ∀ b : Bool, (∑ p : Bool × Bool × Bool,
      if spin p.1 + spin p.2.1 + spin p.2.2 + spin b = 0 then (1 : ℤ) else 0) = 3 := by
    decide
  have key : ∑ _s ∈ iceStates n, (1 : ℤ) = 2 * 3 ^ n := by
    induction n with
    | zero => decide
    | succ n ih =>
      rw [sum_ice_succ]
      simp only [three]
      have h : ∑ _t ∈ iceStates n, (3 : ℤ) = 3 * ∑ _t ∈ iceStates n, (1 : ℤ) := by
        rw [Finset.mul_sum]
        simp
      rw [h, ih]
      ring
  have h : ((iceStates n).card : ℤ) = 2 * 3 ^ n := by
    rw [← key]
    simp
  exact_mod_cast h

/-- Pauling's estimate, all `2 ^ (3n + 1)` configurations times a factor `6/16` for each
tetrahedron, is exact on the chain. -/
theorem pauling_estimate_exact (n : ℕ) :
    ((iceStates n).card : ℚ) = 2 ^ (3 * n + 1) * (6 / 16) ^ n := by
  have h : (2 : ℚ) ^ (3 * n + 1) * (6 / 16) ^ n = 2 * (2 ^ 3 * (6 / 16)) ^ n := by
    rw [mul_pow, ← pow_mul]
    ring
  rw [h, card_iceStates]
  norm_num

/-- The product of the two end spins, summed over all ice states, is `2 * (-1) ^ n`. -/
theorem sum_end_spins (n : ℕ) :
    ∑ s ∈ iceStates n, spin (s 0) * spin (s (Fin.last (3 * n))) = 2 * (-1) ^ n := by
  -- summing over the neutral completions replaces the new end spin by minus the shared one
  have flip : ∀ b c : Bool, (∑ p : Bool × Bool × Bool,
      if spin p.1 + spin p.2.1 + spin p.2.2 + spin b = 0 then spin p.1 * spin c else 0)
        = -(spin b * spin c) := by
    decide
  induction n with
  | zero => decide
  | succ n ih =>
    have hfirst : ∀ q : Config n × (Bool × Bool × Bool), attach q 0 = q.2.1 := by
      intro q
      simp [attach]
    have hlast : ∀ q : Config n × (Bool × Bool × Bool),
        attach q (Fin.last (3 * (n + 1))) = q.1 (Fin.last (3 * n)) := fun q =>
      attach_shift q _ _ (by simp only [Fin.val_last]; omega)
    rw [sum_ice_succ]
    simp only [hfirst, hlast, flip]
    rw [Finset.sum_neg_distrib, ih]
    ring

/-- The average of the product of the two end spins over all ice states, each with equal
weight. -/
def endCorrelation (n : ℕ) : ℚ :=
  ((∑ s ∈ iceStates n, spin (s 0) * spin (s (Fin.last (3 * n))) : ℤ) : ℚ)
    / ((iceStates n).card : ℚ)

/-- The correlation between the two end spins of a chain of `n` tetrahedra is
`(-1/3) ^ n`. -/
theorem endCorrelation_eq (n : ℕ) : endCorrelation n = (-1 / 3) ^ n := by
  unfold endCorrelation
  rw [sum_end_spins, card_iceStates]
  push_cast
  rw [div_pow, mul_div_mul_left _ _ (two_ne_zero)]

end TetrahedronChainIce
```

```lean
#print axioms TetrahedronChainIce.card_iceStates
#print axioms TetrahedronChainIce.pauling_estimate_exact
#print axioms TetrahedronChainIce.endCorrelation_eq
```

```
'TetrahedronChainIce.card_iceStates' depends on axioms: [propext, Classical.choice, Quot.sound]
'TetrahedronChainIce.pauling_estimate_exact' depends on axioms: [propext, Classical.choice, Quot.sound]
'TetrahedronChainIce.endCorrelation_eq' depends on axioms: [propext, Classical.choice, Quot.sound]
```

## How the code expresses the count

A `Config n` assigns a Boolean to each of the 3n+1 sites, and `spin` turns it into +1 or −1. `tetraSpin s k` is the total spin of tetrahedron k, `IsIce` requires all these totals to vanish, and `iceStates n` is the finite set of configurations that pass. `card_iceStates` gives its size, `pauling_estimate_exact` equates that size with Pauling's product, and `endCorrelation_eq` gives the equal-weight average as a rational number.

The proof follows the derivation. `attach` puts three spins in front, and `attach_shift` records that old site j becomes site j+3. `attach_bijective` shows that each longer configuration arises exactly once, by reading off its first three spins and the remaining chain. `isIce_attach` separates the new tetrahedron from the old ones, and `sum_ice_succ` turns this into a recursion for any integer-valued sum over ice states.

The count applies that recursion to the constant 1, and `sum_end_spins` applies it to the product of the end spins. In each case `decide` checks the finite sum over the eight choices of new spins, and induction on n does the rest.

## Open ends, no loops, equal weights

The theorems concern an open chain, in which no sequence of tetrahedra closes on itself. In the three-dimensional pyrochlore lattice such loops exist, and Pauling's product is only an approximation there. A periodic chain also needs a separate count, because its two ends are identified.

The file contains no Hamiltonian and no temperature. The correlation is an average over ice states alone, all with equal weight. A thermal average approaches it when the configurations that violate the ice rule have negligible total weight and all ice states have the same energy.
